# The isotropic magnetotransport tensor is fixed by three functions of field strength

Let $S(B)$ be a real $3\times3$ matrix for each magnetic field $B\in\mathbb R^3$. It satisfies $S(RB)=R\,S(B)\,R^T$ for every proper rotation $R$ exactly when there are real functions $a,b,c$ of the Euclidean length $|B|$ such that, for all $B$ and $v$,

$$S(B)v=a\,v+b\,B\times v+c\,(B\cdot v)\,B .$$

Such a tensor also satisfies $S(-B)=S(B)^T$.

## Current in an isotropic conductor

A conductor in a magnetic field $B$ carries a current $j=S(B)E$ when a weak electric field $E$ drives it. If the material has no preferred direction, turning $B$ and $E$ together must turn $j$ with them, which is the condition on $S$ above. In the result with $v=E$, the $b$ term is the Hall current, and the $c$ term makes the conductivity along $B$ differ from that across it.

For a Boltzmann or Kubo calculation in an isotropic model, the nine entries of the conductivity tensor thus reduce to at most three numbers per field strength; a cubic crystal can need more at finite field.

## What the Lean statement says

Vectors are functions `Fin 3 → ℝ`, so components are numbered 0, 1, 2 for $x,y,z$. `IsRotation R` means $RR^T=1$ and $\det R=1$. The field strength is defined as $\sqrt{B\cdot B}$, because the built-in norm on this type is the largest absolute component. `IsIsotropic S` is the rotation condition, and `response a b c B v` is the three-term expression. Its Hall term is written $B\times v$; texts that use $v\times B$ have the opposite sign of $b$.

The main theorem, `isIsotropic_iff`, is an equivalence. It assumes no continuity of $S$ in $B$ and gives none for $a,b,c$. Nor does it claim uniqueness: at $B=0$ the values of $b$ and $c$ have no effect. That a real sample has a local, linear response depending on no vector other than $B$ is a physical input.

The theorem `onsager_reciprocity` obtains $S(-B)=S(B)^T$ from isotropy. Onsager's relation in physics rests on microscopic time reversal and applies to anisotropic crystals too.

## Derivation by rotating the field to the z axis

**Covariance of the three terms.** Since $R^TR=1$, we have $(Ru)\cdot(Rw)=u\cdot w$. For any matrix $R$ and vector $x$,
$$x\cdot R^T(Ru\times Rw)=\det(Rx,Ru,Rw)=\det R\;x\cdot(u\times w),$$
so for a proper rotation $Ru\times Rw=R(u\times w)$. Write $f(B,v)$ for the three-term expression with fixed coefficients. Then $R f(B,v)=f(RB,Rv)$.

**A rotation onto the field.** Put $r=|B|$ and $e=(0,0,1)$. If $t|n|^2=2$, then $H=t\,nn^T-1$ is the half-turn about $n$: it is symmetric, $H^2=1$, and its eigenvalues are $1,-1,-1$.

- If $r+B_2\neq0$, then $r\ne0$. Take $n=B+re$, so $|n|^2=2r(r+B_2)$, and $t=1/[r(r+B_2)]$. Since $n\cdot re=r(r+B_2)$, we get $H(re)=n-re=B$.
- If $r+B_2=0$, then $B_0^2+B_1^2=r^2-B_2^2=0$, so $B=-re$, and the half-turn about $x$ takes $re$ to $B$.

**The field along z.** Let $M=S(re)$. The quarter-turn about $z$ fixes $re$, so conjugating $M$ by it changes nothing. Comparing entries gives

$$M_{02}=-M_{12},\quad M_{12}=M_{02},\quad M_{20}=-M_{21},\quad M_{21}=M_{20},$$
$$M_{11}=M_{00},\quad M_{01}=-M_{10}.$$

The first line makes all four entries zero. Hence
$$Mv=(M_{00}v_0-M_{10}v_1,\;M_{10}v_0+M_{00}v_1,\;M_{22}v_2),$$
while
$$f(re,v)=(av_0-br\,v_1,\;br\,v_0+av_1,\;(a+cr^2)v_2).$$
These agree if $a=M_{00}$, $br=M_{10}$ and $cr^2=M_{22}-M_{00}$. For $r\neq0$ we divide. For $r=0$ the cyclic permutation of the axes also fixes the field, giving $M_{22}=M_{11}=M_{00}$ and $M_{21}=M_{10}$. Thus $M_{10}=0$, and $b=c=0$ will do.

**Any direction.** With $R(re)=B$ and the coefficients found for strength $r$,
$$S(B)v=R\,S(re)R^Tv=R f(re,R^Tv)=f(B,v).$$
Conversely, if $S$ has the three-term form, then $|RB|=|B|$ keeps the coefficients the same, and
$$S(RB)v=f(RB,RR^Tv)=R f(B,R^Tv)=R\,S(B)R^Tv.$$

**Field reversal.** The matrices of the $a$ and $c$ terms are symmetric and even in $B$; that of the $b$ term is antisymmetric and odd. Therefore $S(-B)=S(B)^T$.

## The complete Lean file

```lean
import Mathlib

open Matrix

namespace IsotropicMagnetotransport

noncomputable section

/-- A proper rotation of space: an orthogonal 3 × 3 matrix of determinant one. -/
def IsRotation (R : Matrix (Fin 3) (Fin 3) ℝ) : Prop :=
  R * Rᵀ = 1 ∧ R.det = 1

/-- The Euclidean length of the magnetic field. -/
def fieldStrength (B : Fin 3 → ℝ) : ℝ := √(B ⬝ᵥ B)

/-- A field-dependent transport tensor is isotropic if rotating the field by any proper
rotation rotates the tensor along with it. -/
def IsIsotropic (S : (Fin 3 → ℝ) → Matrix (Fin 3) (Fin 3) ℝ) : Prop :=
  ∀ R, IsRotation R → ∀ B, S (R *ᵥ B) = R * S B * Rᵀ

/-- The response `a v + b B × v + c (B · v) B` to a driving vector `v` in a field `B`. -/
def response (a b c : ℝ) (B v : Fin 3 → ℝ) : Fin 3 → ℝ :=
  a • v + b • (B ⨯₃ v) + (c * (B ⬝ᵥ v)) • B

/-- The matrix `t n nᵀ - 1` with `n = (x, y, z)`; it is the half-turn about `n`
when `t |n|² = 2`. -/
def halfTurn (t x y z : ℝ) : Matrix (Fin 3) (Fin 3) ℝ :=
  !![t * x * x - 1, t * x * y, t * x * z;
     t * y * x, t * y * y - 1, t * y * z;
     t * z * x, t * z * y, t * z * z - 1]

/-- Proper rotations preserve the scalar product. -/
theorem IsRotation.dot {R : Matrix (Fin 3) (Fin 3) ℝ} (hR : IsRotation R)
    (u w : Fin 3 → ℝ) : (R *ᵥ u) ⬝ᵥ (R *ᵥ w) = u ⬝ᵥ w := by
  have h : Rᵀ * R = 1 := mul_eq_one_comm.mp hR.1
  rw [Matrix.dotProduct_mulVec, ← Matrix.mulVec_transpose, Matrix.mulVec_mulVec, h,
    Matrix.one_mulVec]

/-- The cross product of two vectors turns with them under a proper rotation. -/
theorem IsRotation.cross {R : Matrix (Fin 3) (Fin 3) ℝ} (hR : IsRotation R)
    (u w : Fin 3 → ℝ) : (R *ᵥ u) ⨯₃ (R *ᵥ w) = R *ᵥ (u ⨯₃ w) := by
  -- for any matrix the cross product picks up the determinant
  have key : Rᵀ *ᵥ ((R *ᵥ u) ⨯₃ (R *ᵥ w)) = R.det • (u ⨯₃ w) := by
    ext i
    fin_cases i <;>
      simp [cross_apply, Matrix.mulVec, dotProduct, Fin.sum_univ_three,
        Matrix.det_fin_three] <;> ring
  calc (R *ᵥ u) ⨯₃ (R *ᵥ w) = (R * Rᵀ) *ᵥ ((R *ᵥ u) ⨯₃ (R *ᵥ w)) := by
        rw [hR.1, Matrix.one_mulVec]
    _ = R *ᵥ (u ⨯₃ w) := by rw [← Matrix.mulVec_mulVec, key, hR.2, one_smul]

/-- With fixed coefficients, rotating the field and the driving vector together by a proper
rotation rotates the response. -/
theorem IsRotation.response {R : Matrix (Fin 3) (Fin 3) ℝ} (hR : IsRotation R)
    (a b c : ℝ) (B v : Fin 3 → ℝ) :
    R *ᵥ response a b c B v
      = IsotropicMagnetotransport.response a b c (R *ᵥ B) (R *ᵥ v) := by
  simp only [IsotropicMagnetotransport.response, Matrix.mulVec_add, Matrix.mulVec_smul,
    hR.cross, hR.dot]

/-- If `t |n|² = 2`, the half-turn about `n = (x, y, z)` is a proper rotation. -/
theorem halfTurn_isRotation {t x y z : ℝ} (h : t * (x ^ 2 + y ^ 2 + z ^ 2) = 2) :
    IsRotation (halfTurn t x y z) := by
  constructor
  · ext i j
    fin_cases i <;> fin_cases j <;> simp [halfTurn, Matrix.mul_apply, Fin.sum_univ_three]
    · linear_combination t * x * x * h
    · linear_combination t * x * y * h
    · linear_combination t * x * z * h
    · linear_combination t * y * x * h
    · linear_combination t * y * y * h
    · linear_combination t * y * z * h
    · linear_combination t * z * x * h
    · linear_combination t * z * y * h
    · linear_combination t * z * z * h
  · rw [Matrix.det_fin_three]
    simp [halfTurn]
    linear_combination h

/-- Every field is obtained by a proper rotation from a field of the same strength
along the z axis. -/
theorem exists_rotation (B : Fin 3 → ℝ) :
    ∃ R, IsRotation R ∧ R *ᵥ ![0, 0, fieldStrength B] = B := by
  have hr : fieldStrength B ^ 2 = B 0 ^ 2 + B 1 ^ 2 + B 2 ^ 2 := by
    have hB : B ⬝ᵥ B = B 0 ^ 2 + B 1 ^ 2 + B 2 ^ 2 := by
      simp only [dotProduct, Fin.sum_univ_three]
      ring
    rw [fieldStrength, hB, Real.sq_sqrt (by positivity)]
  generalize fieldStrength B = r at hr ⊢
  by_cases h : r + B 2 = 0
  · -- the field points along -z or vanishes: turn about the x axis
    have hs : B 0 ^ 2 + B 1 ^ 2 = 0 := by linear_combination -hr + (r - B 2) * h
    have h0 : B 0 = 0 := by
      apply (pow_eq_zero_iff two_ne_zero).mp
      linarith [sq_nonneg (B 0), sq_nonneg (B 1)]
    have h1 : B 1 = 0 := by
      apply (pow_eq_zero_iff two_ne_zero).mp
      linarith [sq_nonneg (B 0), sq_nonneg (B 1)]
    refine ⟨halfTurn 2 1 0 0, halfTurn_isRotation (by norm_num), ?_⟩
    ext i
    fin_cases i <;>
      simp [halfTurn, Matrix.mulVec, dotProduct, Fin.sum_univ_three, h0, h1]
    linarith
  · -- otherwise turn about the bisector of the field and the z axis
    have hr0 : r ≠ 0 := by
      intro h0
      rw [h0] at hr
      have h2 : B 2 = 0 := by
        apply (pow_eq_zero_iff two_ne_zero).mp
        linarith [sq_nonneg (B 0), sq_nonneg (B 1), sq_nonneg (B 2)]
      exact h (by rw [h0, h2, add_zero])
    obtain ⟨t, ht⟩ : ∃ t, t * (r * (r + B 2)) = 1 :=
      ⟨_, inv_mul_cancel₀ (mul_ne_zero hr0 h)⟩
    refine ⟨halfTurn t (B 0) (B 1) (B 2 + r), halfTurn_isRotation ?_, ?_⟩
    · linear_combination 2 * ht - t * hr
    · ext i
      fin_cases i <;> simp [halfTurn, Matrix.mulVec, dotProduct, Fin.sum_univ_three]
      · linear_combination B 0 * ht
      · linear_combination B 1 * ht
      · linear_combination (B 2 + r) * ht

/-- For a field along the z axis, an isotropic tensor acts through three coefficients. -/
theorem axial_response {S : (Fin 3 → ℝ) → Matrix (Fin 3) (Fin 3) ℝ} (hS : IsIsotropic S)
    (r : ℝ) : ∃ a b c : ℝ, ∀ v, S ![0, 0, r] *ᵥ v = response a b c ![0, 0, r] v := by
  -- the quarter-turn about z leaves the field unchanged
  have hQ := hS !![0, -1, 0; 1, 0, 0; 0, 0, 1]
    ⟨by ext i j; fin_cases i <;> fin_cases j <;> simp [Matrix.mul_apply, Fin.sum_univ_three],
      by simp [Matrix.det_fin_three]⟩ ![0, 0, r]
  rw [show !![0, -1, 0; 1, 0, 0; 0, 0, 1] *ᵥ ![0, 0, r] = ![0, 0, r] by
    ext i; fin_cases i <;> simp [Matrix.mulVec, dotProduct, Fin.sum_univ_three]] at hQ
  -- at zero field so does the cyclic permutation of the axes
  have hP : r = 0 → S ![0, 0, r] = !![0, 0, 1; 1, 0, 0; 0, 1, 0] * S ![0, 0, r] *
      !![0, 0, 1; 1, 0, 0; 0, 1, 0]ᵀ := by
    intro h0
    have h := hS !![0, 0, 1; 1, 0, 0; 0, 1, 0]
      ⟨by ext i j; fin_cases i <;> fin_cases j <;>
            simp [Matrix.mul_apply, Fin.sum_univ_three],
        by simp [Matrix.det_fin_three]⟩ ![0, 0, r]
    rwa [show !![0, 0, 1; 1, 0, 0; 0, 1, 0] *ᵥ ![0, 0, r] = ![0, 0, r] by
      ext i; fin_cases i <;> simp [Matrix.mulVec, dotProduct, Fin.sum_univ_three, h0]] at h
  generalize S ![0, 0, r] = M at hQ hP ⊢
  have e02 := congrFun (congrFun hQ 0) 2
  have e12 := congrFun (congrFun hQ 1) 2
  have e20 := congrFun (congrFun hQ 2) 0
  have e21 := congrFun (congrFun hQ 2) 1
  have e11 := congrFun (congrFun hQ 1) 1
  have e10 := congrFun (congrFun hQ 1) 0
  simp only [Matrix.mul_apply, Fin.sum_univ_three, Matrix.transpose_apply]
    at e02 e12 e20 e21 e11 e10
  simp at e02 e12 e20 e21 e11 e10
  have q02 : M 0 2 = 0 := by linarith
  have q12 : M 1 2 = 0 := by linarith
  have q20 : M 2 0 = 0 := by linarith
  have q21 : M 2 1 = 0 := by linarith
  obtain ⟨b, c, hb, hc⟩ : ∃ b c : ℝ, b * r = M 1 0 ∧ c * r * r = M 2 2 - M 0 0 := by
    by_cases h0 : r = 0
    · have p22 := congrFun (congrFun (hP h0) 2) 2
      have p21 := congrFun (congrFun (hP h0) 2) 1
      simp only [Matrix.mul_apply, Fin.sum_univ_three, Matrix.transpose_apply] at p22 p21
      simp at p22 p21
      exact ⟨0, 0, by linarith, by linarith⟩
    · exact ⟨M 1 0 / r, (M 2 2 - M 0 0) / r / r, by field_simp, by field_simp⟩
  refine ⟨M 0 0, b, c, fun v => ?_⟩
  ext i
  simp only [response, Pi.add_apply, Pi.smul_apply, smul_eq_mul]
  fin_cases i <;>
    simp [cross_apply, Matrix.mulVec, dotProduct, Fin.sum_univ_three]
  · linear_combination v 2 * q02 + v 1 * hb + v 1 * e10
  · linear_combination v 2 * q12 + v 1 * e11 - v 0 * hb
  · linear_combination v 0 * q20 + v 1 * q21 - v 2 * hc

/-- A magnetotransport tensor is isotropic exactly when its action is
`a v + b B × v + c (B · v) B`, with `a`, `b`, `c` functions of the field strength alone. -/
theorem isIsotropic_iff (S : (Fin 3 → ℝ) → Matrix (Fin 3) (Fin 3) ℝ) :
    IsIsotropic S ↔ ∃ a b c : ℝ → ℝ, ∀ B v, S B *ᵥ v =
      response (a (fieldStrength B)) (b (fieldStrength B)) (c (fieldStrength B)) B v := by
  constructor
  · intro hS
    choose a b c h using axial_response hS
    refine ⟨a, b, c, fun B v => ?_⟩
    -- rotate the field onto the z axis, respond there, and rotate back
    obtain ⟨R, hR, hB⟩ := exists_rotation B
    have h1 := hS R hR ![0, 0, fieldStrength B]
    rw [hB] at h1
    have hv : R *ᵥ (Rᵀ *ᵥ v) = v := by
      rw [Matrix.mulVec_mulVec, hR.1, Matrix.one_mulVec]
    rw [h1, ← Matrix.mulVec_mulVec, ← Matrix.mulVec_mulVec, h, hR.response, hB, hv]
  · rintro ⟨a, b, c, h⟩ R hR B
    have hn : fieldStrength (R *ᵥ B) = fieldStrength B := by
      rw [fieldStrength, hR.dot, fieldStrength]
    apply Matrix.toLin'.injective
    refine LinearMap.ext fun v => ?_
    have hv : R *ᵥ (Rᵀ *ᵥ v) = v := by
      rw [Matrix.mulVec_mulVec, hR.1, Matrix.one_mulVec]
    rw [Matrix.toLin'_apply, Matrix.toLin'_apply, ← Matrix.mulVec_mulVec,
      ← Matrix.mulVec_mulVec, h, h, hR.response, hn, hv]

/-- For an isotropic tensor, reversing the magnetic field transposes the tensor. -/
theorem onsager_reciprocity {S : (Fin 3 → ℝ) → Matrix (Fin 3) (Fin 3) ℝ}
    (hS : IsIsotropic S) (B : Fin 3 → ℝ) : S (-B) = (S B)ᵀ := by
  obtain ⟨a, b, c, h⟩ := (isIsotropic_iff S).mp hS
  have hn : fieldStrength (-B) = fieldStrength B := by simp [fieldStrength]
  ext i j
  -- read off the matrix entries from the response to unit vectors
  have h1 := congrFun (h (-B) (Pi.single j 1)) i
  have h2 := congrFun (h B (Pi.single i 1)) j
  rw [Matrix.mulVec_single_one] at h1 h2
  refine h1.trans (Eq.trans ?_ h2.symm)
  rw [hn]
  simp only [response, Pi.add_apply, Pi.smul_apply, smul_eq_mul]
  fin_cases i <;> fin_cases j <;>
    simp [cross_apply, dotProduct, Pi.single_apply] <;> ring

end

end IsotropicMagnetotransport
```

```lean
#print axioms IsotropicMagnetotransport.isIsotropic_iff
#print axioms IsotropicMagnetotransport.onsager_reciprocity
```

```
'IsotropicMagnetotransport.isIsotropic_iff' depends on axioms: [propext, Classical.choice, Quot.sound]
'IsotropicMagnetotransport.onsager_reciprocity' depends on axioms: [propext, Classical.choice, Quot.sound]
```

## How the lemmas carry the argument

`IsRotation.dot`, `IsRotation.cross` and `IsRotation.response` give the covariance of the three terms. The determinant identity for the cross product is checked by components.

`halfTurn_isRotation` verifies orthogonality entry by entry, each time using a multiple of $t|n|^2=2$. `exists_rotation` then splits on whether $r+B_2$ vanishes, as above.

In `axial_response`, `hQ` is invariance under the quarter-turn and `hP` invariance under the cyclic permutation at zero field. The entry equations are extracted with `congrFun`, and `linear_combination` matches the three components of the response.

In `isIsotropic_iff`, `choose` turns the coefficients found for each $r$ into functions of $r$. The converse compares the two matrices through their action on every $v$. For reciprocity, unit vectors pick out entry $(i,j)$ at $-B$ and entry $(j,i)$ at $B$.

## A vector analogue and a uniaxial counter-example

The same argument applies to a vector $F(B)$, such as a magnetisation, with $F(RB)=RF(B)$ for all proper rotations. The quarter-turn forces $F(re)$ along $z$, and the cyclic permutation forces $F(0)=0$, so $F(B)=g(|B|)\,B$ for some function $g$.

Covariance under rotations about a single axis is not enough for the tensor result. The constant tensor $S(B)=\mathrm{diag}(1,1,2)$ has that symmetry about $z$, but at $B=0$ the three-term form allows only a multiple of the identity.
